# A norm-nonincreasing matrix with determinant of modulus one is unitary

**Q.** I have a one-step propagator as a matrix $M$ in a finite orthonormal basis, and I know that it never increases a norm. I read $|\det M|$ off an LU factorisation, find one, and declare the step unitary. Why may a single number settle that?

**A.** Because no direction can gain norm to compensate for a loss in another. Let $u_i$ be orthonormal eigenvectors of $M^\dagger M$, with real eigenvalues $g_i$. Since $M^\dagger M$ is Hermitian, $\langle u_i,M^\dagger Mv\rangle=g_i\langle u_i,v\rangle$. Expanding in this basis gives
$$\|Mv\|^2=\langle v,M^\dagger Mv\rangle=\sum_i\langle v,u_i\rangle\langle u_i,M^\dagger Mv\rangle=\sum_i g_i|\langle u_i,v\rangle|^2.$$
Setting $v=u_i$ gives $g_i=\|Mu_i\|^2$, so $0\le g_i\le1$. Moreover,
$$\prod_i g_i=\det(M^\dagger M)=\overline{\det M}\,\det M=|\det M|^2.$$
The factors other than $g_i$ have a product of at most one, so
$$g_i\ge g_i\prod_{j\ne i}g_j=|\det M|^2.$$
If $|\det M|=1$, every $g_i$ is one. Then $M^\dagger Mv$ and $v$ have the same components in the basis $u_i$ for every $v$, and $M^\dagger M=1$.

**Q.** My determinant is 0.999, not one.

**A.** Then insert $g_i\ge|\det M|^2$ into the sum:
$$\|Mv\|^2\ge|\det M|^2\sum_i|\langle u_i,v\rangle|^2=|\det M|^2\|v\|^2.$$
If 0.999 is the exact modulus, each state keeps at least 99.9% of its norm $\|v\|$, and hence at least 99.8% of its probability $\|v\|^2$. Rounding error in the determinant needs a separate estimate.

**Q.** What does the formal version take a state and a step to be?

**A.** A state is a function `n → ℂ` on a finite index set, and a step is a complex square matrix.

In Lean 4 with Mathlib:

```lean
import Mathlib

open Matrix ComplexConjugate
open WithLp (toLp)

namespace VolumePreservingContraction

noncomputable section

variable {n : Type*} [Fintype n] [DecidableEq n]
```

The norm is the Euclidean one; `toLp 2` attaches it to the bare function. With a non-orthogonal basis this is not the physical norm; the theorems as stated here apply to the matrix of the step in an orthonormalised basis.

```lean
/-- The Euclidean norm of a state vector. -/
def stateNorm (v : n → ℂ) : ℝ := ‖toLp 2 v‖
```

**Q.** And the condition on the norm?

**A.** It is assumed for every state, not derived from a Hamiltonian. Physically, it says that the step may absorb but never amplify, as in exact propagation forward in time under a Hermitian Hamiltonian with a purely absorbing potential added. An approximate step for the same problem can still amplify.

```lean
/-- A propagation step that increases the norm of no state. -/
def NormNonincreasing (M : Matrix n n ℂ) : Prop :=
  ∀ v : n → ℂ, stateNorm (M *ᵥ v) ≤ stateNorm v
```

The $u_i$ and $g_i$ become `mode M i` and `gain M i`.

```lean
/-- The modes of a step: an orthonormal eigenbasis of `Mᴴ * M`. -/
def mode (M : Matrix n n ℂ) : OrthonormalBasis n ℂ (EuclideanSpace ℂ n) :=
  (isHermitian_conjTranspose_mul_self M).eigenvectorBasis

/-- The gains of a step: the eigenvalues of `Mᴴ * M` belonging to its modes. -/
def gain (M : Matrix n n ℂ) (i : n) : ℝ :=
  (isHermitian_conjTranspose_mul_self M).eigenvalues i
```

The main theorem, `nonincreasing_and_det_iff_unitary`, says that `NormNonincreasing M` and `‖M.det‖ = 1` hold together exactly when `M` lies in `Matrix.unitaryGroup n ℂ`. For quantum dynamics in a finite basis, this turns a determinant into a test of norm conservation, provided that amplification is already excluded. Infinite-dimensional propagators are not covered.

**Q.** Does the proof follow your derivation?

**A.** Yes. First, $M^\dagger$ is moved across the inner product.

```lean
omit [DecidableEq n] in
/-- The overlap of two propagated states is a matrix element of `Mᴴ * M`. -/
theorem inner_gram (M : Matrix n n ℂ) (x y : n → ℂ) :
    inner ℂ (toLp 2 x) (toLp 2 ((Mᴴ * M) *ᵥ y)) =
      inner ℂ (toLp 2 (M *ᵥ x)) (toLp 2 (M *ᵥ y)) := by
  have h : ∀ a b : n → ℂ, inner ℂ (toLp 2 a) (toLp 2 b) = star a ⬝ᵥ b := fun a b =>
    (EuclideanSpace.inner_eq_star_dotProduct _ _).trans (dotProduct_comm _ _)
  rw [h, h, Matrix.star_mulVec, ← Matrix.dotProduct_mulVec, Matrix.mulVec_mulVec]
```

The eigenvalue equation then gives the overlap with a mode, using conjugate symmetry to put the mode on the other side.

```lean
/-- Acting with `Mᴴ * M` multiplies the amplitude of each mode by its gain. -/
theorem inner_mode (M : Matrix n n ℂ) (v : n → ℂ) (i : n) :
    inner ℂ (mode M i) (toLp 2 ((Mᴴ * M) *ᵥ v)) =
      (gain M i : ℂ) * inner ℂ (mode M i) (toLp 2 v) := by
  have hb : toLp 2 ((Mᴴ * M) *ᵥ (mode M i).ofLp) = (gain M i : ℂ) • mode M i := by
    ext k
    have h1 := congrFun ((isHermitian_conjTranspose_mul_self M).mulVec_eigenvectorBasis i) k
    have h2 : (gain M i • (mode M i).ofLp) k = (gain M i : ℂ) * (mode M i).ofLp k := by
      rw [Pi.smul_apply, Complex.real_smul]
    exact h1.trans h2
  calc inner ℂ (mode M i) (toLp 2 ((Mᴴ * M) *ᵥ v))
      = inner ℂ (toLp 2 (M *ᵥ (mode M i).ofLp)) (toLp 2 (M *ᵥ v)) :=
        inner_gram M (mode M i).ofLp v
    _ = conj (inner ℂ (toLp 2 (M *ᵥ v)) (toLp 2 (M *ᵥ (mode M i).ofLp))) :=
        (inner_conj_symm _ _).symm
    _ = conj (inner ℂ (toLp 2 v) ((gain M i : ℂ) • mode M i)) := by
        rw [← inner_gram, hb]
    _ = (gain M i : ℂ) * inner ℂ (mode M i) (toLp 2 v) := by
        rw [inner_smul_right, map_mul, Complex.conj_ofReal, inner_conj_symm]
```

Inserting the complete set of modes gives the weighted sum.

```lean
/-- The squared norm after a step is the sum of the mode populations weighted by the gains. -/
theorem stateNorm_sq_step (M : Matrix n n ℂ) (v : n → ℂ) :
    stateNorm (M *ᵥ v) ^ 2 = ∑ i, gain M i * ‖inner ℂ (mode M i) (toLp 2 v)‖ ^ 2 := by
  have h : inner ℂ (toLp 2 (M *ᵥ v)) (toLp 2 (M *ᵥ v)) =
      ((∑ i, gain M i * ‖inner ℂ (mode M i) (toLp 2 v)‖ ^ 2 : ℝ) : ℂ) := by
    rw [← inner_gram, ← (mode M).sum_inner_mul_inner, Complex.ofReal_sum]
    refine Finset.sum_congr rfl fun i _ => ?_
    rw [inner_mode, ← inner_conj_symm (toLp 2 v) (mode M i)]
    push_cast
    linear_combination (gain M i : ℂ) * Complex.conj_mul' (inner ℂ (mode M i) (toLp 2 v))
  have h2 := inner_self_eq_norm_sq (𝕜 := ℂ) (toLp 2 (M *ᵥ v))
  rw [h] at h2
  exact h2.symm.trans (Complex.ofReal_re _)
```

For a propagated mode, orthonormality leaves one term of that sum.

```lean
/-- Each gain is the squared norm of the propagated mode. -/
theorem gain_eq (M : Matrix n n ℂ) (i : n) :
    gain M i = stateNorm (M *ᵥ (mode M i).ofLp) ^ 2 := by
  have ho := orthonormal_iff_ite.mp (mode M).orthonormal
  rw [stateNorm_sq_step, Finset.sum_eq_single i]
  · have h : inner ℂ (mode M i) (toLp 2 (mode M i).ofLp) = 1 := (ho i i).trans (if_pos rfl)
    rw [h]; simp
  · intro j _ hj
    have h : inner ℂ (mode M j) (toLp 2 (mode M i).ofLp) = 0 := (ho j i).trans (if_neg hj)
    rw [h]; simp
  · intro h
    exact absurd (Finset.mem_univ i) h
```

The determinant of $M^\dagger M$ gives the product of the gains.

```lean
/-- The product of all gains is the squared modulus of the determinant. -/
theorem prod_gain (M : Matrix n n ℂ) : ∏ i, gain M i = ‖M.det‖ ^ 2 := by
  have h := (isHermitian_conjTranspose_mul_self M).det_eq_prod_eigenvalues
  rw [Matrix.det_mul, Matrix.det_conjTranspose] at h
  apply Complex.ofReal_injective
  push_cast
  rw [← Complex.conj_mul']
  exact h.symm
```

Singling out one factor of this product gives the lower bound; applying the norm condition to a mode gives the upper one.

```lean
/-- For a norm-nonincreasing step every gain lies between `|det M|²` and one. -/
theorem gain_bounds {M : Matrix n n ℂ} (hM : NormNonincreasing M) (i : n) :
    ‖M.det‖ ^ 2 ≤ gain M i ∧ gain M i ≤ 1 := by
  have h0 : ∀ j, 0 ≤ gain M j := fun j => by rw [gain_eq]; positivity
  have h1 : ∀ j, gain M j ≤ 1 := fun j => by
    have hn : stateNorm (mode M j).ofLp = 1 := (mode M).orthonormal.1 j
    have hs := hM (mode M j).ofLp
    rw [hn] at hs
    rw [gain_eq]
    exact pow_le_one₀ (norm_nonneg _) hs
  refine ⟨?_, h1 i⟩
  -- all the other gains are at most one, so the product is at most the gain singled out
  rw [← prod_gain, ← Finset.mul_prod_erase Finset.univ (gain M) (Finset.mem_univ i)]
  exact mul_le_of_le_one_right (h0 i)
    (Finset.prod_le_one (fun j _ => h0 j) (fun j _ => h1 j))
```

The retained-norm estimate compares the two sums term by term, then removes the squares from nonnegative numbers.

```lean
/-- A norm-nonincreasing step retains at least the fraction `|det M|` of the norm of any state. -/
theorem det_mul_stateNorm_le {M : Matrix n n ℂ} (hM : NormNonincreasing M) (v : n → ℂ) :
    ‖M.det‖ * stateNorm v ≤ stateNorm (M *ᵥ v) := by
  have hv : stateNorm v ^ 2 = ∑ i, ‖inner ℂ (mode M i) (toLp 2 v)‖ ^ 2 := by
    unfold stateNorm
    rw [← (mode M).repr.norm_map (toLp 2 v), EuclideanSpace.norm_sq_eq]
    exact Finset.sum_congr rfl fun i _ => by rw [(mode M).repr_apply_apply]
  refine (pow_le_pow_iff_left₀ (mul_nonneg (norm_nonneg _) (norm_nonneg _))
    (norm_nonneg _) two_ne_zero).mp ?_
  change (‖M.det‖ * stateNorm v) ^ 2 ≤ stateNorm (M *ᵥ v) ^ 2
  rw [mul_pow, hv, stateNorm_sq_step, Finset.mul_sum]
  exact Finset.sum_le_sum fun i _ =>
    mul_le_mul_of_nonneg_right (gain_bounds hM i).1 (by positivity)
```

**Q.** Where does unitarity come out?

**A.** In `hg`, the bounds squeeze each gain to one; `hfix` concludes that $M^\dagger M$ fixes every state. Conversely, $M^\dagger M=1$ gives $\|Mv\|^2=\langle v,M^\dagger Mv\rangle=\|v\|^2$ and $|\det M|^2=1$.

```lean
/-- A step is norm-nonincreasing with a determinant of modulus one exactly when it is unitary. -/
theorem nonincreasing_and_det_iff_unitary (M : Matrix n n ℂ) :
    NormNonincreasing M ∧ ‖M.det‖ = 1 ↔ M ∈ Matrix.unitaryGroup n ℂ := by
  rw [Matrix.mem_unitaryGroup_iff', Matrix.star_eq_conjTranspose]
  constructor
  · rintro ⟨hM, hd⟩
    -- every gain is squeezed to one, so `Mᴴ * M` fixes every state
    have hg : ∀ i, gain M i = 1 := fun i => by
      have h := gain_bounds hM i
      rw [hd, one_pow] at h
      exact le_antisymm h.2 h.1
    have hfix : ∀ v : n → ℂ, (Mᴴ * M) *ᵥ v = v := fun v => by
      have h : toLp 2 ((Mᴴ * M) *ᵥ v) = toLp 2 v := by
        apply (mode M).repr.injective
        ext i
        rw [(mode M).repr_apply_apply, (mode M).repr_apply_apply, inner_mode, hg,
          Complex.ofReal_one, one_mul]
      exact congrArg WithLp.ofLp h
    apply Matrix.toLin'.injective
    refine LinearMap.ext fun v => ?_
    rw [Matrix.toLin'_apply, Matrix.toLin'_apply, hfix, Matrix.one_mulVec]
  · intro h
    constructor
    · intro v
      have hi := inner_gram M v v
      rw [h, Matrix.one_mulVec] at hi
      have h1 := inner_self_eq_norm_sq (𝕜 := ℂ) (toLp 2 (M *ᵥ v))
      rw [← hi, inner_self_eq_norm_sq] at h1
      exact (pow_le_pow_iff_left₀ (norm_nonneg _) (norm_nonneg _) two_ne_zero).mp h1.ge
    · have hd : star M.det * M.det = 1 := by
        rw [← Matrix.det_conjTranspose, ← Matrix.det_mul, h, Matrix.det_one]
      have hn := congrArg norm hd
      rw [norm_mul, norm_star, norm_one] at hn
      rcases mul_self_eq_one_iff.mp hn with h' | h'
      · exact h'
      · linarith [norm_nonneg M.det]
```

**Q.** I usually have a product of many steps. Could one lossy factor hide in it?

**A.** Not if every factor is norm-nonincreasing. Each determinant then has modulus at most one, and the moduli multiply to that of the total. If the total is one, so is each factor, and each step is unitary. The proof splits off one matrix at a time by induction on the list.

```lean
/-- If a sequence of norm-nonincreasing steps has a total determinant of modulus one,
then every single step is unitary. -/
theorem every_step_unitary (L : List (Matrix n n ℂ)) (hL : ∀ M ∈ L, NormNonincreasing M)
    (hd : ‖L.prod.det‖ = 1) : ∀ M ∈ L, M ∈ Matrix.unitaryGroup n ℂ := by
  have hone : ∀ M : Matrix n n ℂ, NormNonincreasing M → ‖M.det‖ ≤ 1 := fun M hM => by
    have h : ‖M.det‖ ^ 2 ≤ 1 := by
      rw [← prod_gain]
      exact Finset.prod_le_one (fun i _ => (sq_nonneg _).trans (gain_bounds hM i).1)
        (fun i _ => (gain_bounds hM i).2)
    nlinarith [norm_nonneg M.det]
  have hprod : ∀ K : List (Matrix n n ℂ), (∀ M ∈ K, NormNonincreasing M) →
      ‖K.prod.det‖ ≤ 1 := by
    intro K
    induction K with
    | nil => intro _; simp
    | cons A K ih =>
      intro hK
      rw [List.prod_cons, Matrix.det_mul, norm_mul]
      exact mul_le_one₀ (hone A (hK A (by simp))) (norm_nonneg _)
        (ih fun M hM => hK M (List.mem_cons_of_mem _ hM))
  induction L with
  | nil => intro M hM; simp at hM
  | cons A K ih =>
    have hA := hL A (by simp)
    have hK : ∀ M ∈ K, NormNonincreasing M := fun M hM => hL M (List.mem_cons_of_mem _ hM)
    rw [List.prod_cons, Matrix.det_mul, norm_mul] at hd
    -- two factors of at most one with product one are both one
    have a1 := hone A hA
    have k1 := hprod K hK
    have hA1 : ‖A.det‖ = 1 := by
      apply le_antisymm a1
      nlinarith [norm_nonneg A.det]
    have hK1 : ‖K.prod.det‖ = 1 := by rwa [hA1, one_mul] at hd
    intro M hM
    rcases List.mem_cons.mp hM with h | h
    · rw [h]
      exact (nonincreasing_and_det_iff_unitary A).mp ⟨hA, hA1⟩
    · exact ih hK hK1 M h
```

**Q.** Suppose I check only the determinant.

**A.** Then $\mathrm{diag}(2,1/2)$ passes: its determinant is one, but it doubles the norm of $(1,0)$ and halves that of $(0,1)$. The proof that it is not unitary looks at the upper-left entry of $M^\dagger M$, which is 4 instead of 1.

```lean
/-- The squeeze `diag(2, 1/2)` has determinant one and is not unitary. -/
theorem squeeze_not_unitary :
    (!![2, 0; 0, 1 / 2] : Matrix (Fin 2) (Fin 2) ℂ).det = 1 ∧
      (!![2, 0; 0, 1 / 2] : Matrix (Fin 2) (Fin 2) ℂ) ∉ Matrix.unitaryGroup (Fin 2) ℂ := by
  constructor
  · norm_num [Matrix.det_fin_two]
  · intro h
    have h0 := congrFun (congrFun (Matrix.mem_unitaryGroup_iff'.mp h) 0) 0
    norm_num [Matrix.mul_apply, Matrix.star_apply, Fin.sum_univ_two] at h0
    have h2 : (starRingEnd ℂ) 2 = 2 := map_ofNat (starRingEnd ℂ) 2
    rw [h2] at h0
    norm_num at h0

end

end VolumePreservingContraction
```

```lean
#print axioms VolumePreservingContraction.det_mul_stateNorm_le
-- 'VolumePreservingContraction.det_mul_stateNorm_le' depends on axioms: [propext, Classical.choice, Quot.sound]
#print axioms VolumePreservingContraction.nonincreasing_and_det_iff_unitary
-- 'VolumePreservingContraction.nonincreasing_and_det_iff_unitary' depends on axioms: [propext, Classical.choice, Quot.sound]
#print axioms VolumePreservingContraction.every_step_unitary
-- 'VolumePreservingContraction.every_step_unitary' depends on axioms: [propext, Classical.choice, Quot.sound]
#print axioms VolumePreservingContraction.squeeze_not_unitary
-- 'VolumePreservingContraction.squeeze_not_unitary' depends on axioms: [propext, Classical.choice, Quot.sound]
```
